# For parallel Arrhenius channels with positive prefactors, ln k is convex in β and the apparent activation energy lies between the extreme barriers

Q: Before I believe anything about activation energies, tell me what the symbols stand for.

A: The variable is $\beta = 1/(k_B T)$. Channel $i$ has a prefactor $A_i$ and a barrier $E_i$, both independent of $\beta$, and contributes the rate
$$k_i(\beta) = A_i e^{-\beta E_i}.$$
In the code this is `channel (A i) (E i) β`. All quantities are real numbers, so units are fixed beforehand: energies in one unit, $\beta$ in its inverse, rates in a common rate unit. Changing the rate unit only shifts $\ln k$ by a constant.

In Lean 4 with Mathlib:

```lean
import Mathlib

open Finset

namespace ParallelArrhenius

noncomputable section

/-- Arrhenius rate `a exp(-β e)` of one channel with prefactor `a` and barrier `e`
at inverse temperature `β`. -/
def channel (a e β : ℝ) : ℝ := a * Real.exp (-β * e)
```

Q: And "parallel" means what?

A: That the channels lead independently out of the same initial state, so their rates add: $k(\beta) = \sum_i k_i(\beta)$. The index type `ι` labels the channels and is finite.

```lean
variable {ι : Type*} [Fintype ι]

/-- Total rate `k(β)` of parallel channels with prefactors `A i` and barriers `E i`. -/
def rate (A E : ι → ℝ) (β : ℝ) : ℝ := ∑ i, channel (A i) (E i) β
```

Q: Experimentalists read the apparent activation energy off the slope of an Arrhenius plot. Is that what you have, or is it a weighted average put in by definition?

A: It is the slope with its sign reversed. The Arrhenius plot here shows $\ln k$ against $\beta$; plotted against $1/T$, the slope would carry an extra factor $1/k_B$. The definition is
$$E_{\mathrm{app}}(\beta) = -\frac{k'(\beta)}{k(\beta)},$$
with `deriv` as the derivative of the total rate. In terms of temperature this is $k_B T^2\, d\ln k/dT$. That it is also an average has to be proved.

```lean
/-- Apparent activation energy `-k'(β) / k(β)`, meant for `k(β) ≠ 0`. -/
def apparentEnergy (A E : ι → ℝ) (β : ℝ) : ℝ := -deriv (rate A E) β / rate A E β
```

Q: Then start with the derivative.

A: Each exponential brings down a factor $-E_i$, so
$$k'(\beta) = -\sum_i A_i E_i\, e^{-\beta E_i}.$$
The sum on the right has the form of a rate again, with prefactors $A_i E_i$ in place of $A_i$. The lemma says just this: the derivative of `rate A E` is `-rate (fun i => A i * E i) E β`. It puts no sign condition on the prefactors, so it can be applied a second time to the new sum, whose prefactors may be negative. The proof differentiates one channel by the chain rule, adds the results with `HasDerivAt.fun_sum`, and matches the terms with `ring`.

```lean
/-- Differentiating the total rate in `β` multiplies the contribution of each channel
by minus its barrier. -/
theorem hasDerivAt_rate (A E : ι → ℝ) (β : ℝ) :
    HasDerivAt (rate A E) (-rate (fun i => A i * E i) E β) β := by
  have h : ∀ i ∈ (univ : Finset ι), HasDerivAt (fun b => A i * Real.exp (-b * E i))
      (A i * (Real.exp (-β * E i) * (-1 * E i))) β := by
    intro i _
    exact ((((hasDerivAt_id' β).fun_neg).mul_const (E i)).exp).const_mul (A i)
  change HasDerivAt (fun b => ∑ i, A i * Real.exp (-b * E i)) _ β
  refine (HasDerivAt.fun_sum h).congr_deriv ?_
  unfold rate channel
  rw [← sum_neg_distrib]
  exact sum_congr rfl fun i _ => by ring
```

Q: You divide by $k$ and take its logarithm. What keeps it away from zero?

A: Two assumptions: $A_i > 0$ for every channel, and at least one channel. A positive prefactor stands for an open channel that is attempted at some positive frequency; a closed one is simply left off the list. Every term of the sum is then positive, and so is $k$.

```lean
variable [Nonempty ι] {A : ι → ℝ}

/-- With positive prefactors and at least one channel, the total rate is positive. -/
theorem rate_pos (hA : ∀ i, 0 < A i) (E : ι → ℝ) (β : ℝ) : 0 < rate A E β :=
  sum_pos (fun i _ => mul_pos (hA i) (Real.exp_pos _)) univ_nonempty
```

Q: Would it be enough to ask that the total rate be positive?

A: Not if negative prefactors are let in. They describe no physical channel, but the formulas accept them. Take barriers $0$ and $1$ with prefactors $1$ and $-\tfrac12$. At $\beta = 0$ we get $k = \tfrac12$ and $k' = \tfrac12$, so $E_{\mathrm{app}} = -1$, below both barriers. Positivity of $k$ at the point in question does not by itself secure the bounds; the signs of the separate prefactors matter.

Q: Fair. Now connect the definition to the plot.

A: Since $k > 0$, the chain rule gives
$$\frac{d \ln k}{d\beta} = \frac{k'}{k} = -E_{\mathrm{app}}.$$
The proof is the same line: `.log` differentiates the logarithm, and the definition of the apparent energy is unfolded.

```lean
/-- For positive prefactors, the slope of `ln k` against `β` is minus the apparent
activation energy. -/
theorem hasDerivAt_log_rate (hA : ∀ i, 0 < A i) (E : ι → ℝ) (β : ℝ) :
    HasDerivAt (fun b => Real.log (rate A E b)) (-apparentEnergy A E β) β := by
  refine ((hasDerivAt_rate A E β).log (rate_pos hA E β).ne').congr_deriv ?_
  rw [apparentEnergy, (hasDerivAt_rate A E β).deriv]
  ring
```

Q: So where does the average come from?

A: From inserting $k'$ into the definition:
$$k\,E_{\mathrm{app}} = -k' = \sum_i k_i E_i, \qquad\text{so}\qquad E_{\mathrm{app}} = \sum_i w_i E_i,\quad w_i = \frac{k_i}{k}.$$
The weights $w_i$ are positive and sum to one; $w_i$ is the fraction of the flux that goes through channel $i$. The theorem states the version multiplied by $k$, with unnormalised weights $k_i$. In its proof `field_simp` cancels $k$ against the denominator.

```lean
/-- For positive prefactors, the apparent activation energy is the mean barrier weighted by
the channel rates: `k` times it equals the sum of channel rate times barrier. -/
theorem rate_mul_apparentEnergy (hA : ∀ i, 0 < A i) (E : ι → ℝ) (β : ℝ) :
    rate A E β * apparentEnergy A E β = ∑ i, channel (A i) (E i) β * E i := by
  have hk := (rate_pos hA E β).ne'
  have h : rate A E β * (rate (fun i => A i * E i) E β / rate A E β)
      = rate (fun i => A i * E i) E β := by field_simp
  rw [apparentEnergy, (hasDerivAt_rate A E β).deriv, neg_neg, h]
  unfold rate channel
  exact sum_congr rfl fun i _ => by ring
```

Q: The weights change with temperature. How do you control the average while they shift?

A: By differentiating it. Write $M_n = \sum_i k_i E_i^n$, so that $M_0 = k$, $E_{\mathrm{app}} = M_1/M_0$ and $M_n' = -M_{n+1}$. The quotient rule gives
$$E_{\mathrm{app}}' = \frac{-M_2 M_0 + M_1^2}{M_0^2} = -\left(\frac{M_2}{M_0} - E_{\mathrm{app}}^2\right).$$
On the other side, expanding the square for any number $x$,
$$\sum_i k_i (E_i - x)^2 = M_2 - 2x M_1 + x^2 M_0.$$
At $x = E_{\mathrm{app}}$ we have $M_1 = E_{\mathrm{app}} M_0$, and the right side becomes $M_2 - E_{\mathrm{app}}^2 M_0$. Therefore
$$E_{\mathrm{app}}' = -\frac{1}{k}\sum_i k_i\,(E_i - E_{\mathrm{app}})^2 = -\sum_i w_i\,(E_i - E_{\mathrm{app}})^2,$$
which is minus the flux-weighted variance of the barriers.

In the code, `hfun` writes the apparent energy as $M_1/M_0$, `fun_div` is the quotient rule, `hvar` is the expanded square, and `hM` is $M_1 = E_{\mathrm{app}} M_0$. After cross-multiplication `ring` compares the two sides.

```lean
/-- For positive prefactors, the apparent activation energy changes with `β` at a rate equal
to minus the variance of the barriers, weighted by the channel rates. -/
theorem hasDerivAt_apparentEnergy (hA : ∀ i, 0 < A i) (E : ι → ℝ) (β : ℝ) :
    HasDerivAt (apparentEnergy A E)
      (-(∑ i, channel (A i) (E i) β * (E i - apparentEnergy A E β) ^ 2) / rate A E β) β := by
  have hk := (rate_pos hA E β).ne'
  have hfun : apparentEnergy A E
      = fun b => rate (fun i => A i * E i) E b / rate A E b := by
    funext b
    rw [apparentEnergy, (hasDerivAt_rate A E b).deriv, neg_neg]
  have hd := (hasDerivAt_rate (fun i => A i * E i) E β).fun_div (hasDerivAt_rate A E β) hk
  rw [← hfun] at hd
  refine hd.congr_deriv ?_
  -- expand the square into the zeroth, first and second moments of the barriers
  have hvar : ∀ x : ℝ, ∑ i, channel (A i) (E i) β * (E i - x) ^ 2
      = rate (fun i => A i * E i * E i) E β - 2 * x * rate (fun i => A i * E i) E β
        + x ^ 2 * rate A E β := by
    intro x
    unfold rate channel
    rw [mul_sum, mul_sum, ← sum_sub_distrib, ← sum_add_distrib]
    exact sum_congr rfl fun i _ => by ring
  have hE : apparentEnergy A E β = rate (fun i => A i * E i) E β / rate A E β :=
    congrFun hfun β
  have hM : rate (fun i => A i * E i) E β = apparentEnergy A E β * rate A E β := by
    rw [hE]
    field_simp
  rw [hvar, hM, div_eq_div_iff (pow_ne_zero 2 hk) hk]
  ring
```

Q: And the bounds by the smallest and largest barrier?

A: They need only the average. Let $E_{\min}$ and $E_{\max}$ be the extreme barriers. Because each $k_i$ is positive,
$$k\,E_{\min} = \sum_i k_i E_{\min} \le \sum_i k_i E_i = k\,E_{\mathrm{app}} \le \sum_i k_i E_{\max} = k\,E_{\max},$$
and dividing by $k$ finishes it. In the statement, `univ.inf' univ_nonempty E` is the minimum over all channels, `univ.sup' univ_nonempty E` is the maximum, and `Set.Icc` is the closed interval between them. The proof compares the sums term by term with `sum_le_sum` and cancels $k$ with `le_of_mul_le_mul_left`.

```lean
/-- For positive prefactors, the apparent activation energy lies between the smallest and the
largest barrier. -/
theorem apparentEnergy_mem_Icc (hA : ∀ i, 0 < A i) (E : ι → ℝ) (β : ℝ) :
    apparentEnergy A E β ∈
      Set.Icc (univ.inf' univ_nonempty E) (univ.sup' univ_nonempty E) := by
  have hk := rate_pos hA E β
  have hc : ∀ i, 0 < channel (A i) (E i) β := fun i => mul_pos (hA i) (Real.exp_pos _)
  have h := rate_mul_apparentEnergy hA E β
  constructor
  · refine le_of_mul_le_mul_left ?_ hk
    rw [h, rate, sum_mul]
    exact sum_le_sum fun i _ =>
      mul_le_mul_of_nonneg_left (inf'_le E (mem_univ i)) (hc i).le
  · refine le_of_mul_le_mul_left ?_ hk
    rw [h, rate, sum_mul]
    exact sum_le_sum fun i _ =>
      mul_le_mul_of_nonneg_left (le_sup' E (mem_univ i)) (hc i).le
```

Q: Now convexity. Convex in which variable, and over what range?

A: In $\beta$, over the whole real line; that is the `Set.univ` in `ConvexOn ℝ Set.univ`. The physical range $\beta > 0$ is an interval inside it, so convexity holds there too. The variable matters: a single channel with a positive barrier has $\ln k$ concave as a function of $T$. The barriers may be any real numbers, including negative ones.

The argument is short by now. A variance is never negative, so $E_{\mathrm{app}}$ never increases with $\beta$. The slope of $\ln k$ is $-E_{\mathrm{app}}$, so it never decreases, and a differentiable function with a non-decreasing slope is convex. These are `antitone_of_deriv_nonpos` and `Monotone.convexOn_univ_of_deriv` in the proof. The theorem joins convexity to the bounds, which hold at every $\beta$.

```lean
/-- For parallel Arrhenius channels with positive prefactors, `ln k` is convex in `β`, and at
every `β` the apparent activation energy lies between the smallest and largest barrier. -/
theorem convex_log_rate_and_energy_bounds (hA : ∀ i, 0 < A i) (E : ι → ℝ) :
    ConvexOn ℝ Set.univ (fun β => Real.log (rate A E β)) ∧
      ∀ β, apparentEnergy A E β ∈
        Set.Icc (univ.inf' univ_nonempty E) (univ.sup' univ_nonempty E) := by
  refine ⟨?_, apparentEnergy_mem_Icc hA E⟩
  -- a variance is nonnegative, so the apparent energy never increases with `β`
  have hanti : Antitone (apparentEnergy A E) := by
    refine antitone_of_deriv_nonpos
      (fun b => (hasDerivAt_apparentEnergy hA E b).differentiableAt) fun b => ?_
    rw [(hasDerivAt_apparentEnergy hA E b).deriv]
    exact div_nonpos_of_nonpos_of_nonneg (neg_nonpos.2 (sum_nonneg fun i _ =>
      mul_nonneg (mul_pos (hA i) (Real.exp_pos _)).le (sq_nonneg _))) (rate_pos hA E b).le
  refine Monotone.convexOn_univ_of_deriv
    (fun b => (hasDerivAt_log_rate hA E b).differentiableAt) fun a b hab => ?_
  rw [(hasDerivAt_log_rate hA E a).deriv, (hasDerivAt_log_rate hA E b).deriv]
  exact neg_le_neg (hanti hab)
```

Q: A straight line is convex as well. When does the plot really bend?

A: Exactly when at least two channels have different barriers. The theorem is an equivalence, so there are two directions.

Suppose first that every barrier equals the same $e$. Then $k(\beta) = k(0)\,e^{-\beta e}$, and with $c = \ln k(0)$ we get $\ln k(\beta) = c - \beta e$. Strict convexity, applied to the midpoint of $\beta = 0$ and $\beta = 2$, would demand
$$c - e < \tfrac12 c + \tfrac12 (c - 2e) = c - e,$$
which is impossible. In the code `hr` is the factorised rate, `hc` the straight line, `h1` this inequality, and `linarith` finds the contradiction.

Suppose now that $E_i \ne E_j$ for some pair. They cannot both equal $E_{\mathrm{app}}$, so some channel $l$ has $E_l \ne E_{\mathrm{app}}$. Its term $k_l (E_l - E_{\mathrm{app}})^2$ is positive and the others are non-negative, so the variance is positive. Hence $E_{\mathrm{app}}$ strictly decreases with $\beta$, the slope of $\ln k$ strictly increases, and $\ln k$ is strictly convex. The code obtains `l` by contradiction, gets the positive sum from `sum_pos'`, and concludes with `StrictMono.strictConvexOn_univ_of_deriv`. The small helper `pow_pos_of_ne` says that the square of a nonzero difference is positive.

```lean
/-- For positive prefactors, `ln k` is strictly convex in `β` exactly when at least two
channels have different barriers. -/
theorem strictConvex_log_rate_iff (hA : ∀ i, 0 < A i) (E : ι → ℝ) :
    StrictConvexOn ℝ Set.univ (fun β => Real.log (rate A E β)) ↔ ∃ i j, E i ≠ E j := by
  constructor
  · intro h
    by_contra hne
    obtain ⟨e, he⟩ : ∃ e, ∀ i, E i = e :=
      ⟨E (Classical.arbitrary ι), fun i => by_contra fun hi => hne ⟨i, _, hi⟩⟩
    -- with a single common barrier the Arrhenius plot is a straight line
    have hr : ∀ b, rate A E b = rate A E 0 * Real.exp (-b * e) := by
      intro b
      unfold rate channel
      rw [sum_mul]
      exact sum_congr rfl fun i _ => by rw [he i]; simp
    obtain ⟨c, hc⟩ : ∃ c, ∀ b, Real.log (rate A E b) = c + -b * e :=
      ⟨Real.log (rate A E 0), fun b => by
        rw [hr b, Real.log_mul (rate_pos hA E 0).ne' (Real.exp_ne_zero _), Real.log_exp]⟩
    have h1 := h.2 (Set.mem_univ (0 : ℝ)) (Set.mem_univ (2 : ℝ)) (by norm_num)
      (show (0 : ℝ) < 1 / 2 by norm_num) (show (0 : ℝ) < 1 / 2 by norm_num) (by norm_num)
    simp only [hc, smul_eq_mul] at h1
    linarith
  · rintro ⟨i, j, hij⟩
    have hanti : StrictAnti (apparentEnergy A E) := by
      refine strictAnti_of_deriv_neg fun b => ?_
      rw [(hasDerivAt_apparentEnergy hA E b).deriv]
      have hc : ∀ l, 0 < channel (A l) (E l) b := fun l => mul_pos (hA l) (Real.exp_pos _)
      -- two different barriers cannot both equal the mean
      obtain ⟨l, hl⟩ : ∃ l, E l ≠ apparentEnergy A E b := by
        by_contra hall
        have hall' : ∀ l, E l = apparentEnergy A E b :=
          fun l => by_contra fun hl => hall ⟨l, hl⟩
        exact hij ((hall' i).trans (hall' j).symm)
      refine div_neg_of_neg_of_pos (neg_lt_zero.2 ?_) (rate_pos hA E b)
      exact sum_pos' (fun m _ => mul_nonneg (hc m).le (sq_nonneg _))
        ⟨l, mem_univ l, mul_pos (hc l) (pow_pos_of_ne hl)⟩
    refine StrictMono.strictConvexOn_univ_of_deriv
      (continuous_iff_continuousAt.2 fun b => (hasDerivAt_log_rate hA E b).continuousAt)
      fun a b hab => ?_
    rw [(hasDerivAt_log_rate hA E a).deriv, (hasDerivAt_log_rate hA E b).deriv]
    exact neg_lt_neg (hanti hab)
where
  pow_pos_of_ne {x y : ℝ} (h : x ≠ y) : 0 < (x - y) ^ 2 :=
    lt_of_le_of_ne (sq_nonneg _) (pow_ne_zero 2 (sub_ne_zero.2 h)).symm

end

end ParallelArrhenius
```

```lean
#print axioms ParallelArrhenius.convex_log_rate_and_energy_bounds
#print axioms ParallelArrhenius.strictConvex_log_rate_iff
```

```
'ParallelArrhenius.convex_log_rate_and_energy_bounds' depends on axioms: [propext, Classical.choice, Quot.sound]
'ParallelArrhenius.strictConvex_log_rate_iff' depends on axioms: [propext, Classical.choice, Quot.sound]
```

Q: Test it on one channel.

A: Then the smallest and largest barriers are both $E_1$, and the bounds force $E_{\mathrm{app}} = E_1$ at every $\beta$. The variance is zero, no two barriers differ, and the equivalence correctly denies strict convexity: the Arrhenius plot is a straight line of slope $-E_1$.

Q: My remaining doubt is about real reactions. Prefactors depend on temperature, and steps occur in series.

A: Both lie beyond this model. The prefactors are constants, so a transition-state prefactor proportional to $T$, or a tunnelling correction that varies with temperature, violates the assumptions. So does a mechanism in which one step must wait for another, because its rates do not simply add. A continuous distribution of barriers is also excluded, since the number of channels is finite. And the barriers are inputs: nothing here derives them, or the Arrhenius law itself, from a potential energy surface.

Q: Then what can I do with it?

A: You can use it as a consistency check on simulated rates. If a kinetic Monte Carlo model has a process whose total rate is a finite sum of independent channels with constant positive prefactors, the exact apparent energy of that total rate must stay within the range of the input barriers and must not fall as the temperature rises. A value outside that range points to sampling error, a fitting problem, or a process that is not such a sum.

Q: And if the apparent energy does fall within the range, have I confirmed the parallel mechanism?

A: No. The implication runs from the model to the bounds and the convexity. Other mechanisms may satisfy both.
